# Two 2×2 matrices generate the open-chain cluster state, up to normalisation

Place n+1 qubits in a row, prepare each in the state (|0⟩ + |1⟩)/√2, and apply a controlled-Z gate to every neighbouring pair. Each gate contributes a factor −1 when both of its qubits are 1. The result is the cluster state on an open chain, whose amplitude on a bit string s = (s_0, …, s_n) is, apart from the normalisation 2^(−(n+1)/2), the sign

(-1)^B(s), with B(s) = s_0 s_1 + s_1 s_2 + … + s_(n−1) s_n.

This sign depends on every bond of the chain. Can it be computed by reading the bits one at a time, with only a small matrix attached to each site?

## The matrix index remembers one bit

Take the matrices, labelled by the bit value,

A^0 = [[1, 0], [1, 0]], A^1 = [[0, 1], [0, −1]].

The claim is that the first row of P(s) = A^{s_0} A^{s_1} ··· A^{s_n} sums to (-1)^B(s). With rows a and columns b numbered from 0, both matrices are given by

(A^t)_ab = δ_bt (-1)^(a t).

The column records the bit just read, and the row supplies the bit before it. Every entry of the product follows:

P(s)_ab = δ_(b, s_n) (-1)^(a s_0 + B(s)).

For one site, B = 0 and this is the formula for A^t. For a longer chain, let s' be s without its first bit, and assume the formula for s'. Then

P(s)_ab = Σ_c (A^{s_0})_ac P(s')_cb
= (-1)^(a s_0) P(s')_(s_0, b)
= (-1)^(a s_0) δ_(b, s_n) (-1)^(s_0 s_1 + B(s')),

and s_0 s_1 + B(s') = B(s). Setting a = 0 and summing over b leaves (-1)^B(s), as claimed. The trace instead selects a = b = s_n and gives

tr P(s) = (-1)^(s_n s_0 + B(s)),

which has the extra bond that closes the chain into a ring when there are at least three sites.

## One flipped bit, and the operators that fix the state

Let s^(j) be s with bit j flipped, and let N_j(s) be the product of (-1)^(s_k) over the neighbours k of j. A bond between j and k changes its sign factor to

(-1)^((1−s_j) s_k) = (-1)^(s_k) (-1)^(s_j s_k),

while all other bonds keep theirs. Therefore

(-1)^B(s^(j)) = N_j(s) (-1)^B(s).

Let K_j be the operator with Pauli X on site j and Pauli Z on its neighbours. On amplitudes it acts as (K_j φ)(s) = N_j(s) φ(s^(j)). For ψ(s) = (-1)^B(s) this gives N_j(s)² ψ(s) = ψ(s), so every K_j fixes ψ.

Conversely, suppose K_j φ = φ for all j, and put g(s) = (-1)^B(s) φ(s). Then

g(s^(j)) = (-1)^B(s) N_j(s) φ(s^(j)) = (-1)^B(s) φ(s) = g(s).

Starting from the all-zero string and switching on the ones of s in turn never changes g. Hence g(s) = φ(0…0), and φ(s) = φ(0…0) (-1)^B(s).

## Matrices, bonds and amplitudes in Lean

```lean
import Mathlib

open Matrix

namespace ClusterStateMPS

noncomputable section
```

The matrices are complex and indexed by `Fin 2`, so the bits and the row and column indices all take the values 0 and 1.

```lean
/-- The two site matrices of the cluster state, one for each value of the bit. -/
def siteMatrix : Fin 2 → Matrix (Fin 2) (Fin 2) ℂ :=
  ![!![1, 0; 1, 0], !![0, 1; 0, -1]]
```

The product is taken over a list, which preserves the order of the sites; matrix multiplication does not commute.

```lean
/-- The ordered product of the site matrices along a bit string. -/
def chainProduct {n : ℕ} (s : Fin n → Fin 2) : Matrix (Fin 2) (Fin 2) ℂ :=
  (List.ofFn fun i => siteMatrix (s i)).prod
```

A string on n+1 sites is a function `Fin (n + 1) → Fin 2`, so the chain has at least one site. The amplitude fixes row 0 and sums over the columns, which amounts to a left boundary vector (1, 0) and a right boundary vector (1, 1). It is unnormalised: the normalised state carries the factor 2^(−(n+1)/2).

```lean
/-- The unnormalised matrix product state on an open chain: its amplitude is the sum of
the first row of the ordered product. -/
def mpsState {n : ℕ} (s : Fin (n + 1) → Fin 2) : ℂ :=
  ∑ b, chainProduct s 0 b
```

B(s) becomes `pairs s`. The n bonds are indexed by `Fin n`; bond i has left end `i.castSucc` and right end `i.succ`.

```lean
/-- The sum of `s_i s_(i+1)` over the bonds of the open chain, which counts the
neighbouring pairs of ones. -/
def pairs {n : ℕ} (s : Fin (n + 1) → Fin 2) : ℕ :=
  ∑ i : Fin n, (s i.castSucc).val * (s i.succ).val
```

This indexing matters. Summing `(s i).val * (s (i + 1)).val` over all `i : Fin (n + 1)` would also compile, but addition in `Fin (n + 1)` wraps around, and the sum would acquire the closing bond. Two sites with both bits 1 expose the difference: the open chain has amplitude −1, whereas the wrapped sum counts the bond twice and gives +1.

Addition modulo 2 is what the flip needs, since it exchanges 0 and 1.

```lean
/-- The bit string with the bit at site `j` flipped. -/
def flipBit {n : ℕ} (j : Fin (n + 1)) (s : Fin (n + 1) → Fin 2) : Fin (n + 1) → Fin 2 :=
  Function.update s j (s j + 1)
```

The sign N_j is a product over bonds. A bond contributes only if one of its ends is j, and then it contributes the Z sign of the other end. An end site thus gets one neighbour, and the site of a one-site chain gets none.

```lean
/-- The product of the Pauli `Z` signs of the sites that share a bond with site `j`. -/
def neighbourSign {n : ℕ} (j : Fin (n + 1)) (s : Fin (n + 1) → Fin 2) : ℂ :=
  ∏ i : Fin n, (if i.castSucc = j then (-1 : ℂ) ^ (s i.succ).val else 1) *
    (if i.succ = j then (-1 : ℂ) ^ (s i.castSucc).val else 1)
```

`stabilizer j` is K_j, written as an action on amplitudes in the computational basis rather than as a tensor product of Pauli matrices.

```lean
/-- The operator with Pauli `X` on site `j` and Pauli `Z` on its neighbours, acting on
the amplitudes of a state. -/
def stabilizer {n : ℕ} (j : Fin (n + 1)) (φ : (Fin (n + 1) → Fin 2) → ℂ) :
    (Fin (n + 1) → Fin 2) → ℂ :=
  fun s => neighbourSign j s * φ (flipBit j s)
```

## Every entry of the product, by induction

The closed form of the site matrices is checked for all eight combinations of bit, row and column.

```lean
/-- The site matrix of bit `t` is nonzero only in column `t`, where row `a` carries the
sign `(-1)^(a t)`. -/
theorem siteMatrix_apply (t a b : Fin 2) :
    siteMatrix t a b = if b = t then (-1 : ℂ) ^ (a.val * t.val) else 0 := by
  fin_cases t <;> fin_cases a <;> fin_cases b <;> simp [siteMatrix]
```

The next theorem is the formula for P(s)_ab. Its proof splits off the first site in the product (`hc`) and in the bond count (`hp`). `Finset.sum_ite_eq'` then collapses the sum over the intermediate index c to c = s_0.

```lean
/-- Every entry of the ordered product: it is zero unless the column equals the last bit, and then
it is a sign that collects all bonds, including one between the row index and the first bit. -/
theorem chainProduct_apply {n : ℕ} (s : Fin (n + 1) → Fin 2) (a b : Fin 2) :
    chainProduct s a b =
      if b = s (Fin.last n) then (-1 : ℂ) ^ (a.val * (s 0).val + pairs s) else 0 := by
  induction n generalizing a with
  | zero => simp [chainProduct, pairs, siteMatrix_apply]
  | succ n ih =>
    -- split off the first site, in the product and in the bond count
    have hc : chainProduct s = siteMatrix (s 0) * chainProduct (fun i => s i.succ) := by
      unfold chainProduct
      rw [List.ofFn_succ, List.prod_cons]
    have hp : pairs s = (s 0).val * (s (Fin.succ 0)).val + pairs (fun i => s i.succ) := by
      unfold pairs
      rw [Fin.sum_univ_succ]
      rfl
    have hl : (Fin.last n).succ = Fin.last (n + 1) := rfl
    rw [hc, Matrix.mul_apply, hp]
    simp only [siteMatrix_apply, ih, ite_mul, zero_mul, Finset.sum_ite_eq',
      Finset.mem_univ, if_true, hl]
    split_ifs
    · rw [← pow_add]
    · exact mul_zero _
```

The proof turns on the words `generalizing a`. Without them, the induction hypothesis would speak only about the row a in the goal. The shorter chain, however, is needed in row s_0, which may be a different one. Generalising makes the hypothesis available for every row. For the same reason, an induction on the first-row sum alone would stall: after A^1, the remaining product is read in its second row.

The main claim is now the case of row 0.

```lean
/-- The first-row sum of the ordered product is the unnormalised amplitude of the open-chain cluster
state, `(-1)^(∑ s_i s_(i+1))`. -/
theorem mpsState_eq_cluster {n : ℕ} (s : Fin (n + 1) → Fin 2) :
    mpsState s = (-1 : ℂ) ^ (∑ i : Fin n, (s i.castSucc).val * (s i.succ).val) := by
  change mpsState s = (-1 : ℂ) ^ pairs s
  simp [mpsState, chainProduct_apply]
```

The trace comes from the same formula. It holds for every chain length, but the reading as a ring with distinct bonds begins at three sites: for two sites the single bond is counted twice, and for one site the extra term pairs the site with itself.

```lean
/-- The trace of the ordered product of site matrices is `-1` to the power `pairs s` plus the
product of the last and the first bit. -/
theorem trace_eq_ring_cluster {n : ℕ} (s : Fin (n + 1) → Fin 2) :
    (chainProduct s).trace =
      (-1 : ℂ) ^ ((s (Fin.last n)).val * (s 0).val + pairs s) := by
  simp [Matrix.trace, chainProduct_apply]
```

## The stabilisers determine the state up to a factor

The flip rule is proved bond by bond. The power of a sum is turned into a product over bonds, and each factor is compared in three cases: j is the left end, the right end, or neither. The facts `key` and `key'` are the sign identity for a flipped bit, on either side of the bond.

```lean
/-- Flipping the bit at site `j` multiplies the cluster sign by the `Z` signs of the
neighbours of `j`. -/
theorem sign_flipBit {n : ℕ} (j : Fin (n + 1)) (s : Fin (n + 1) → Fin 2) :
    (-1 : ℂ) ^ pairs (flipBit j s) = neighbourSign j s * (-1 : ℂ) ^ pairs s := by
  have hv : ∀ x : Fin 2, (x + 1).val = 1 - x.val := by decide
  have key : ∀ x y : Fin 2, (-1 : ℂ) ^ ((x + 1).val * y.val) =
      (-1) ^ y.val * (-1) ^ (x.val * y.val) := by
    intro x y
    rw [hv]
    fin_cases x <;> fin_cases y <;> simp
  have key' : ∀ x y : Fin 2, (-1 : ℂ) ^ (x.val * (y + 1).val) =
      (-1) ^ x.val * (-1) ^ (x.val * y.val) := by
    intro x y
    rw [mul_comm x.val, key, mul_comm y.val]
  unfold pairs neighbourSign
  rw [← Finset.prod_pow_eq_pow_sum, ← Finset.prod_pow_eq_pow_sum,
    ← Finset.prod_mul_distrib]
  -- compare bond by bond: site `j` is the left end, the right end, or neither
  refine Finset.prod_congr rfl fun i _ => ?_
  by_cases h1 : i.castSucc = j
  · have h2 : i.succ ≠ j := by
      intro h
      have h3 := congrArg Fin.val (h1.trans h.symm)
      simp at h3
    subst h1
    simp only [flipBit, Function.update_self, Function.update_of_ne h2, if_true,
      if_neg h2, mul_one, key]
  · by_cases h2 : i.succ = j
    · subst h2
      simp only [flipBit, Function.update_self, Function.update_of_ne h1, if_true,
        if_neg h1, one_mul, key']
    · simp only [flipBit, Function.update_of_ne h1, Function.update_of_ne h2,
        if_neg h1, if_neg h2, one_mul]
```

That the state is fixed now follows by algebra. Where the derivation above used N_j² = 1, the code uses the squares of the two cluster signs: the flip rule gives N_j(s) = (-1)^B(s^(j)) (-1)^B(s), and multiplying by (-1)^B(s^(j)) leaves (-1)^B(s).

```lean
/-- The matrix product state is left unchanged by the stabilizer of every site. -/
theorem stabilizer_mpsState {n : ℕ} (j : Fin (n + 1)) :
    stabilizer j (mpsState (n := n)) = mpsState := by
  funext s
  have e : ∀ k : ℕ, (-1 : ℂ) ^ k * (-1) ^ k = 1 := fun k => by
    rw [← mul_pow]
    norm_num
  have h := sign_flipBit j s
  have e1 := e (pairs (flipBit j s))
  have e2 := e (pairs s)
  change neighbourSign j s * mpsState (flipBit j s) = mpsState s
  rw [mpsState_eq_cluster, mpsState_eq_cluster]
  change neighbourSign j s * (-1 : ℂ) ^ pairs (flipBit j s) = (-1 : ℂ) ^ pairs s
  linear_combination (-(neighbourSign j s * (-1 : ℂ) ^ pairs (flipBit j s))) * e2
    - ((-1 : ℂ) ^ pairs s * (-1 : ℂ) ^ pairs (flipBit j s)) * h
    + (-1 : ℂ) ^ pairs s * e1
```

The converse assumes `∀ j, stabilizer j φ = φ`. Physically, a nonzero φ of this kind is a simultaneous eigenstate of all K_j with eigenvalue +1, and hence a ground state of the Hamiltonian −Σ_j K_j. In the proof, `hg` is the invariance of g under single flips. The bits are switched on by induction over a finite set `T` of sites: adding a site where s is 0 changes nothing, and adding one where s is 1 is a flip. Taking `T` to be the whole chain gives the result. The zero function satisfies the hypothesis too, with factor 0.

```lean
/-- If a function `φ` on bit strings is left unchanged by the stabilizers of all sites, it is the
matrix product state multiplied by the value of `φ` on the all-zero string. -/
theorem eq_mpsState_of_stabilized {n : ℕ} (φ : (Fin (n + 1) → Fin 2) → ℂ)
    (h : ∀ j, stabilizer j φ = φ) (s : Fin (n + 1) → Fin 2) :
    φ s = φ (fun _ => 0) * mpsState s := by
  -- with the cluster sign removed, the amplitude is invariant under single flips
  have hg : ∀ j t, (-1 : ℂ) ^ pairs (flipBit j t) * φ (flipBit j t) =
      (-1 : ℂ) ^ pairs t * φ t := by
    intro j t
    have ht : neighbourSign j t * φ (flipBit j t) = φ t := congrFun (h j) t
    rw [sign_flipBit]
    linear_combination (-1 : ℂ) ^ pairs t * ht
  -- switch on the bits of `s` one site at a time
  have key : ∀ T : Finset (Fin (n + 1)),
      (-1 : ℂ) ^ pairs (fun i => if i ∈ T then s i else 0) *
        φ (fun i => if i ∈ T then s i else 0) = φ (fun _ => 0) := by
    intro T
    induction T using Finset.induction_on with
    | empty => simp [pairs]
    | insert a T ha ih =>
      by_cases h0 : s a = 0
      · have hs : (fun i => if i ∈ insert a T then s i else 0) =
            fun i => if i ∈ T then s i else 0 := by
          funext i
          by_cases hi : i = a
          · subst hi
            simp [h0]
          · simp [hi]
        rw [hs]
        exact ih
      · have h1 : s a = 1 := (by decide : ∀ x : Fin 2, x ≠ 0 → x = 1) _ h0
        have hs : (fun i => if i ∈ insert a T then s i else 0) =
            flipBit a (fun i => if i ∈ T then s i else 0) := by
          funext i
          by_cases hi : i = a
          · subst hi
            simp [flipBit, ha, h1]
          · simp [flipBit, hi]
        rw [hs, hg]
        exact ih
  have k : (-1 : ℂ) ^ pairs s * φ s = φ (fun _ => 0) := by
    simpa using key Finset.univ
  have e : (-1 : ℂ) ^ pairs s * (-1) ^ pairs s = 1 := by
    rw [← mul_pow]
    norm_num
  rw [mpsState_eq_cluster]
  change φ s = φ (fun _ => 0) * (-1 : ℂ) ^ pairs s
  linear_combination (-(φ s)) * e + (-1 : ℂ) ^ pairs s * k

end

end ClusterStateMPS
```

```lean
#print axioms ClusterStateMPS.mpsState_eq_cluster
#print axioms ClusterStateMPS.trace_eq_ring_cluster
#print axioms ClusterStateMPS.stabilizer_mpsState
#print axioms ClusterStateMPS.eq_mpsState_of_stabilized
```

```
'ClusterStateMPS.mpsState_eq_cluster' depends on axioms: [propext, Classical.choice, Quot.sound]
'ClusterStateMPS.trace_eq_ring_cluster' depends on axioms: [propext, Classical.choice, Quot.sound]
'ClusterStateMPS.stabilizer_mpsState' depends on axioms: [propext, Classical.choice, Quot.sound]
'ClusterStateMPS.eq_mpsState_of_stabilized' depends on axioms: [propext, Classical.choice, Quot.sound]
```

For finite open chains of qubits without noise, these theorems give a tensor-network program a state whose amplitudes are all known in closed form, against which its computed amplitudes can be compared, up to one common factor for normalisation and global phase. Such a comparison can expose a wrong boundary vector, but not a reversed order of the sites, because B(s) is the same when the chain is read backwards. The controlled-Z circuit of the opening serves only as physical background; the code starts from the matrices and the amplitudes.
